# The excess of a dipole wave's inverse-cube lattice sum over its alternating value, as a sum of weighted squares

For a dipole wave on an infinite chain, whose phase advances by θ from site to site, let W(θ) be the sum of cos(kθ)/k³ over the distances k ≥ 1, in dimensionless form. The alternating arrangement has θ = π. The declaration `hasSum_excess` states that for every real φ the series with terms (1 − cos kφ)²/(2k³) converges to W(φ + π) − W(π). The attempt forms the combination W(2φ)/4 − W(φ) + 3W(0)/4 of known convergent sums, and means to match its terms with the squares by the double-angle formula and its value with the excess by the duplication law W(θ) + W(θ + π) = W(2θ)/4.

The first attempt, which Lean rejects:

```lean
import Mathlib

open Real

namespace HasSumExcess

noncomputable section

/-- The lattice sum `∑ cos (k θ) / k ^ 3` over `k ≥ 1`, for a dipole wave whose phase advances
by `θ` from site to site; the summation index is shifted by one. -/
def waveSum (θ : ℝ) : ℝ := ∑' k : ℕ, cos (((k : ℝ) + 1) * θ) / ((k : ℝ) + 1) ^ 3

/-- The lattice sum of a dipole wave converges for every phase step. -/
theorem hasSum_waveSum (θ : ℝ) :
    HasSum (fun k : ℕ => cos (((k : ℝ) + 1) * θ) / ((k : ℝ) + 1) ^ 3) (waveSum θ) := by
  have hs : Summable (fun k : ℕ => 1 / ((k : ℝ) + 1) ^ 3) := by
    have h := (summable_nat_add_iff 1).mpr
      (Real.summable_one_div_nat_pow.mpr (by norm_num : 1 < 3))
    simpa using h
  -- compare with the sum of inverse cubes
  refine (Summable.of_norm_bounded (g := fun k : ℕ => 1 / ((k : ℝ) + 1) ^ 3) hs ?_).hasSum
  intro k
  rw [Real.norm_eq_abs, abs_div, abs_of_pos (show (0 : ℝ) < ((k : ℝ) + 1) ^ 3 by positivity)]
  gcongr
  exact abs_cos_le_one _

/-- Duplication law: the lattice sums at phase steps `θ` and `θ + π` add up to one quarter of
the lattice sum at `2 θ`. -/
theorem waveSum_duplication (θ : ℝ) :
    waveSum θ + waveSum (θ + π) = waveSum (2 * θ) / 4 := by
  have h := (hasSum_waveSum θ).add (hasSum_waveSum (θ + π))
  obtain ⟨f, hf⟩ : ∃ f : ℕ → ℝ, f = fun k : ℕ =>
      cos (((k : ℝ) + 1) * θ) / ((k : ℝ) + 1) ^ 3
        + cos (((k : ℝ) + 1) * (θ + π)) / ((k : ℝ) + 1) ^ 3 := ⟨_, rfl⟩
  -- odd distances cancel
  have h0 : ∀ k : ℕ, f (2 * k) = 0 := by
    intro k
    have e : (((2 * k : ℕ) : ℝ) + 1) * (θ + π)
        = ((((2 * k : ℕ) : ℝ) + 1) * θ + π) + (k : ℝ) * (2 * π) := by push_cast; ring
    simp only [hf]
    rw [e, cos_add_nat_mul_two_pi, cos_add_pi]
    ring
  -- even distances reproduce the chain with doubled spacing
  have h1 : ∀ k : ℕ, f (2 * k + 1)
      = cos (((k : ℝ) + 1) * (2 * θ)) / ((k : ℝ) + 1) ^ 3 / 4 := by
    intro k
    have e : ((2 * k + 1 : ℕ) : ℝ) + 1 = 2 * ((k : ℝ) + 1) := by push_cast; ring
    have e1 : 2 * ((k : ℝ) + 1) * θ = ((k : ℝ) + 1) * (2 * θ) := by ring
    have e2 : 2 * ((k : ℝ) + 1) * (θ + π)
        = ((k : ℝ) + 1) * (2 * θ) + ((k + 1 : ℕ) : ℝ) * (2 * π) := by push_cast; ring
    simp only [hf]
    rw [e, e1, e2, cos_add_nat_mul_two_pi, mul_pow]
    generalize ((k : ℝ) + 1) ^ 3 = d
    ring
  have hodd : HasSum (fun k : ℕ => f (2 * k)) 0 := by
    simp only [h0]
    exact hasSum_zero
  have heven : HasSum (fun k : ℕ => f (2 * k + 1)) (waveSum (2 * θ) / 4) := by
    simp only [h1]
    exact (hasSum_waveSum (2 * θ)).div_const 4
  have hall := hodd.even_add_odd heven
  rw [hf, zero_add] at hall
  exact h.unique hall

/-- The excess of the lattice sum over its value for the alternating arrangement is a sum of
squares, where `φ` is the deviation of the phase step from `π`. -/
theorem hasSum_excess (φ : ℝ) :
    HasSum (fun k : ℕ => (1 - cos (((k : ℝ) + 1) * φ)) ^ 2 / (2 * ((k : ℝ) + 1) ^ 3))
      (waveSum (φ + π) - waveSum π) := by
  have h := (((hasSum_waveSum (2 * φ)).mul_left (1 / 4)).sub (hasSum_waveSum φ)).add
    ((hasSum_waveSum 0).mul_left (3 / 4))
  convert h using 1
  · funext k
    have e : ((k : ℝ) + 1) * (2 * φ) = 2 * (((k : ℝ) + 1) * φ) := by ring
    simp only [e, cos_two_mul, mul_zero, cos_zero]
    generalize ((k : ℝ) + 1) ^ 3 = d
    ring
  · have d1 := waveSum_duplication φ
    have d0 := waveSum_duplication 0
    simp only [zero_add, mul_zero] at d0
    linarith

end

end HasSumExcess
```

The error:

```
Main.lean:73:4: error: Tactic `apply` failed: could not unify the conclusion of `@funext`
  ?f = ?g
with the goal
  instAddCommMonoid = instAddCommGroup.toAddCommMonoid

Note: The full type of `@funext` is
  ∀ {α : Sort ?u.90} {β : α → Sort ?u.89} {f g : (x : α) → β x}, (∀ (x : α), f x = g x) → f = g

case e'_3
φ : ℝ
h :
  HasSum
    (fun b =>
      1 / 4 * (cos ((↑b + 1) * (2 * φ)) / (↑b + 1) ^ 3) - cos ((↑b + 1) * φ) / (↑b + 1) ^ 3 +
        3 / 4 * (cos ((↑b + 1) * 0) / (↑b + 1) ^ 3))
    (1 / 4 * waveSum (2 * φ) - waveSum φ + 3 / 4 * waveSum 0)
⊢ instAddCommMonoid = instAddCommGroup.toAddCommMonoid
Main.lean:81:4: error: linarith failed to find a contradiction
case e'_5
φ : ℝ
h :
  HasSum
    (fun b =>
      1 / 4 * (cos ((↑b + 1) * (2 * φ)) / (↑b + 1) ^ 3) - cos ((↑b + 1) * φ) / (↑b + 1) ^ 3 +
        3 / 4 * (cos ((↑b + 1) * 0) / (↑b + 1) ^ 3))
    (1 / 4 * waveSum (2 * φ) - waveSum φ + 3 / 4 * waveSum 0)
d1 : waveSum φ + waveSum (φ + π) = waveSum (2 * φ) / 4
d0 : waveSum 0 + waveSum π = waveSum 0 / 4
⊢ False
failed
Main.lean:69:39: error: unsolved goals
case e'_6
φ : ℝ
h :
  HasSum
    (fun b =>
      1 / 4 * (cos ((↑b + 1) * (2 * φ)) / (↑b + 1) ^ 3) - cos ((↑b + 1) * φ) / (↑b + 1) ^ 3 +
        3 / 4 * (cos ((↑b + 1) * 0) / (↑b + 1) ^ 3))
    (1 / 4 * waveSum (2 * φ) - waveSum φ + 3 / 4 * waveSum 0)
⊢ waveSum (φ + π) - waveSum π = 1 / 4 * waveSum (2 * φ) - waveSum φ + 3 / 4 * waveSum 0
```

Diagnosis. The mathematics is sound, but `convert h using 1` leaves three goals where the proof expects two. `HasSum.sub` needs an additive group, so `h` carries an addition structure derived from the group, while the goal has it by another path. `convert` leaves the equality of the two as a goal of its own, and it comes first.

The bullets are therefore off by one. `funext` meets the equality of instances, which is not one between functions. `linarith` meets the equality of the summands, which it can't treat as a linear goal, so it looks for a contradiction in the hypotheses and finds none. The equality of the values, for which `d1` and `d0` were meant, is left unsolved.

The repair replaces the subtraction by multiplication by −1 and addition, and gives the three sums explicit types, so that `HasSum.sub` no longer brings in the group structure. It also drops `convert`: `hv` and `hterm` prove the two intended equalities, `rw` puts them into the goal, and `exact` closes it. The separate lemma `key` and the change from `linarith` to `linear_combination` are mere tidying.

The change, after which it compiles:

```diff
@@ -68,16 +68,33 @@
     HasSum (fun k : ℕ => (1 - cos (((k : ℝ) + 1) * φ)) ^ 2 / (2 * ((k : ℝ) + 1) ^ 3))
       (waveSum (φ + π) - waveSum π) := by
-  have h := (((hasSum_waveSum (2 * φ)).mul_left (1 / 4)).sub (hasSum_waveSum φ)).add
-    ((hasSum_waveSum 0).mul_left (3 / 4))
-  convert h using 1
-  · funext k
-    have e : ((k : ℝ) + 1) * (2 * φ) = 2 * (((k : ℝ) + 1) * φ) := by ring
-    simp only [e, cos_two_mul, mul_zero, cos_zero]
-    generalize ((k : ℝ) + 1) ^ 3 = d
-    ring
-  · have d1 := waveSum_duplication φ
+  have a1 : HasSum (fun k : ℕ => 1 / 4 * (cos (((k : ℝ) + 1) * (2 * φ)) / ((k : ℝ) + 1) ^ 3))
+      (1 / 4 * waveSum (2 * φ)) := (hasSum_waveSum (2 * φ)).mul_left (1 / 4)
+  have a2 : HasSum (fun k : ℕ => (-1) * (cos (((k : ℝ) + 1) * φ) / ((k : ℝ) + 1) ^ 3))
+      ((-1) * waveSum φ) := (hasSum_waveSum φ).mul_left (-1)
+  have a3 : HasSum (fun k : ℕ => 3 / 4 * (cos (((k : ℝ) + 1) * 0) / ((k : ℝ) + 1) ^ 3))
+      (3 / 4 * waveSum 0) := (hasSum_waveSum 0).mul_left (3 / 4)
+  -- the duplication law at φ and at 0 gives the value of the combined sum
+  have hv : waveSum (φ + π) - waveSum π
+      = 1 / 4 * waveSum (2 * φ) + (-1) * waveSum φ + 3 / 4 * waveSum 0 := by
+    have d1 := waveSum_duplication φ
     have d0 := waveSum_duplication 0
     simp only [zero_add, mul_zero] at d0
-    linarith
+    linear_combination d1 - d0
+  -- each term of the combined sum is a square
+  have key : ∀ y d : ℝ, (1 - cos y) ^ 2 / (2 * d)
+      = 1 / 4 * (cos (2 * y) / d) + (-1) * (cos y / d) + 3 / 4 * (1 / d) := by
+    intro y d
+    rw [cos_two_mul]
+    ring
+  have hterm : ∀ k : ℕ, (1 - cos (((k : ℝ) + 1) * φ)) ^ 2 / (2 * ((k : ℝ) + 1) ^ 3)
+      = 1 / 4 * (cos (((k : ℝ) + 1) * (2 * φ)) / ((k : ℝ) + 1) ^ 3)
+        + (-1) * (cos (((k : ℝ) + 1) * φ) / ((k : ℝ) + 1) ^ 3)
+        + 3 / 4 * (cos (((k : ℝ) + 1) * 0) / ((k : ℝ) + 1) ^ 3) := by
+    intro k
+    have e : ((k : ℝ) + 1) * (2 * φ) = 2 * (((k : ℝ) + 1) * φ) := by ring
+    rw [e, mul_zero ((k : ℝ) + 1), cos_zero]
+    exact key (((k : ℝ) + 1) * φ) (((k : ℝ) + 1) ^ 3)
+  rw [hv, funext hterm]
+  exact (a1.add a2).add a3
 
 end
```
